# On a positive-weight grid, PBE exchange is at least LDA exchange enhanced at the root-mean-square reduced gradient

With a semilocal functional such as LDA or PBE, a density-functional calculation typically evaluates the exchange energy as a sum over grid points. Each point contributes according to its local density, and in the PBE functional this contribution is enhanced by a factor that depends on the reduced gradient $s$, a dimensionless measure of how rapidly the density varies there. In a molecule $s$ differs widely from point to point. Suppose that all these values are replaced by one typical value, and the LDA exchange energy is multiplied by the enhancement factor at that value. Is the result too high or too low?

If the typical value is a suitably weighted root mean square, the sign of the error is fixed: the PBE energy is never below the estimate. This holds for the spin-unpolarised form of the functional, on any non-empty finite grid with positive quadrature weights and densities. The reason is that the PBE factor is a concave function of $s^2$, so the inequality is a case of Jensen's. For this factor the difference can also be written down exactly.

## The energies on the grid

```lean
import Mathlib

open Finset

namespace PBEExchangeMeanGradient

noncomputable section

variable {ι : Type*} [Fintype ι]
```

The first line loads Mathlib, Lean's mathematical library. The symbol `ι` stands for the finite set of labels of the grid points. A quantity with one real value per point, such as the density, is a function `ι → ℝ`, and its value at point $i$ is written `n i`.

```lean
/-- The PBE exchange enhancement factor at reduced gradient `s`. -/
def pbeF (κ μ s : ℝ) : ℝ := 1 + κ - κ / (1 + μ * s ^ 2 / κ)
```

This defines the enhancement factor

$$F(s) = 1+\kappa-\frac{\kappa}{1+\mu s^2/\kappa}.$$

The two constants are parameters of the functional. For small $s$ the factor behaves as $1+\mu s^2$, so $\mu$ sets the response to weak inhomogeneity. For large $s$ it approaches $1+\kappa$, so $\kappa$ limits the enhancement. The theorems use only that both are positive.

```lean
/-- The LDA exchange weight of a grid point: quadrature weight times density to the power 4/3. -/
def exWeight (w n : ι → ℝ) (i : ι) : ℝ := w i * n i ^ (4 / 3 : ℝ)
```

Point $i$ has quadrature weight $w_i$ and density $n_i$. Its exchange weight is $a_i = w_i n_i^{4/3}$, written `exWeight w n i`. The annotation `(4 / 3 : ℝ)` makes the exponent a real number; division of natural numbers in Lean would round it down to 1.

```lean
/-- The LDA exchange energy on the grid. -/
def ldaExchange (C : ℝ) (w n : ι → ℝ) : ℝ := -C * ∑ i, exWeight w n i
```

The LDA exchange energy is $E_{\mathrm{LDA}} = -C\sum_i a_i$. The constant $C$ is the strength of exchange in the uniform electron gas, whose exchange energy per volume is $-Cn^{4/3}$.

```lean
/-- The PBE exchange energy on the grid. -/
def pbeExchange (C κ μ : ℝ) (w n s : ι → ℝ) : ℝ :=
  -C * ∑ i, exWeight w n i * pbeF κ μ (s i)
```

The PBE exchange energy is $E_{\mathrm{PBE}} = -C\sum_i a_i F(s_i)$. This is the spin-unpolarised form, in which only the total density appears. The values $s_i$ are independent input: nothing in the definition ties them to the gradient of an actual density. The theorems therefore hold for any real $s_i$, and in particular for those that a calculation produces.

```lean
/-- The average of the squared reduced gradient, weighted by the LDA exchange weights. -/
def meanSq (w n s : ι → ℝ) : ℝ :=
  (∑ i, exWeight w n i * s i ^ 2) / ∑ i, exWeight w n i
```

The mean squared reduced gradient is

$$q = \frac{\sum_i a_i s_i^2}{\sum_i a_i},$$

written `meanSq w n s`. The value $s_i^2$ at each point is weighted by that point's share of the LDA exchange energy. The typical gradient of the opening question is $\sqrt q$.

## Signs of the weights and of the mean

```lean
omit [Fintype ι] in
/-- If all quadrature weights and densities are positive, so is the LDA exchange weight of every
grid point. -/
theorem exWeight_pos {w n : ι → ℝ} (hw : ∀ i, 0 < w i) (hn : ∀ i, 0 < n i) (i : ι) :
    0 < exWeight w n i :=
  mul_pos (hw i) (Real.rpow_pos_of_pos (hn i) _)
```

This is the first theorem, and it shows the general pattern. The hypotheses come before the last colon: `hw` says that every $w_i$ is positive, and `hn` says the same of every $n_i$. After the colon stands the claim, $a_i>0$. After `:=` stands the proof, which here says that a product of positive numbers is positive and that a real power of a positive number is positive.

The hypotheses exclude quadratures with negative weights, and points where the density vanishes.

```lean
/-- The average squared reduced gradient is non-negative. -/
theorem meanSq_nonneg {w n : ι → ℝ} (s : ι → ℝ) (hw : ∀ i, 0 < w i) (hn : ∀ i, 0 < n i) :
    0 ≤ meanSq w n s :=
  div_nonneg (sum_nonneg fun i _ => mul_nonneg (exWeight_pos hw hn i).le (sq_nonneg _))
    (sum_nonneg fun i _ => (exWeight_pos hw hn i).le)
```

Here $q\ge 0$, because the numerator and the denominator are sums of non-negative terms. This is needed for $(\sqrt q)^2=q$, and to keep $\kappa+\mu q$ positive.

## How far the enhancement factor lies below its tangent

```lean
/-- The exact amount by which the PBE factor lies below its tangent line at `q`,
both taken as functions of the squared reduced gradient. -/
theorem pbeF_tangent_gap {κ μ q : ℝ} (hκ : 0 < κ) (hμ : 0 < μ) (hq : 0 ≤ q) (s : ℝ) :
    pbeF κ μ (√q) + μ * κ ^ 2 / (κ + μ * q) ^ 2 * (s ^ 2 - q) - pbeF κ μ s
      = κ ^ 2 * μ ^ 2 * (s ^ 2 - q) ^ 2 / ((κ + μ * q) ^ 2 * (κ + μ * s ^ 2)) := by
  -- clear the inner fraction of the enhancement factor
  have form : ∀ t : ℝ, pbeF κ μ t = 1 + κ - κ ^ 2 / (κ + μ * t ^ 2) := by
    intro t
    have h : 1 + μ * t ^ 2 / κ = (κ + μ * t ^ 2) / κ := by
      rw [add_div, div_self hκ.ne']
    rw [pbeF, h, div_div_eq_mul_div, ← sq]
  rw [form, form, Real.sq_sqrt hq]
  have hA : κ + μ * q ≠ 0 := by positivity
  have hB : κ + μ * s ^ 2 ≠ 0 := by positivity
  field_simp
  ring
```

In this theorem $q$ is any non-negative number, not yet the grid average. Regard $F$ as a function of $s^2$ and draw its tangent at $s^2=q$. The theorem says exactly how far the curve lies below that line.

By hand, first clear the inner fraction:

$$F(s) = 1+\kappa-\frac{\kappa^2}{\kappa+\mu s^2}.$$

The derivative with respect to $s^2$, taken at $s^2=q$, is $\mu\kappa^2/(\kappa+\mu q)^2$, which is the slope in the Lean statement. Now write $D=\kappa+\mu q$ and $B=\kappa+\mu s^2$, so that $\mu(s^2-q)=B-D$. The tangent minus the curve is

$$
\begin{aligned}
-\frac{\kappa^2}{D}+\frac{\kappa^2(B-D)}{D^2}+\frac{\kappa^2}{B}
&=\kappa^2(B-D)\left(\frac1{D^2}-\frac1{DB}\right)\\
&=\frac{\kappa^2(B-D)^2}{D^2B}
=\frac{\kappa^2\mu^2(s^2-q)^2}{(\kappa+\mu q)^2(\kappa+\mu s^2)}.
\end{aligned}
$$

The word `by` opens a proof made of tactics, which are commands that transform the claim step by step. The intermediate fact `form` is the cleared fraction, and `rw` rewrites the claim with it. The lines `hA` and `hB` record that $D$ and $B$ are non-zero. With that known, `field_simp` clears the denominators and `ring` verifies the remaining polynomial identity, which replaces the displayed algebra.

## The linear term averages out

```lean
/-- The weighted deviations of the squared reduced gradient from its average sum to zero. -/
theorem sum_deviation [Nonempty ι] {w n : ι → ℝ} (s : ι → ℝ)
    (hw : ∀ i, 0 < w i) (hn : ∀ i, 0 < n i) :
    ∑ i, exWeight w n i * (s i ^ 2 - meanSq w n s) = 0 := by
  have hS : ∑ i, exWeight w n i ≠ 0 :=
    (sum_pos (fun i _ => exWeight_pos hw hn i) univ_nonempty).ne'
  have hq : ∑ i, exWeight w n i * s i ^ 2 = meanSq w n s * ∑ i, exWeight w n i :=
    (div_eq_iff hS).mp rfl
  simp only [mul_sub, sum_sub_distrib, ← sum_mul]
  linarith
```

From here on, $q$ is the grid average. The theorem states $\sum_i a_i(s_i^2-q)=0$. By hand, the definition of $q$ gives $\sum_i a_i s_i^2 = q\sum_i a_i$, and subtracting the right side from the left gives the claim.

The assumption `[Nonempty ι]` says that there is at least one grid point. Together with positive weights it makes $\sum_i a_i$ positive and hence non-zero, which is the fact `hS`, so that the division in $q$ can be undone. That is `hq`. The last two lines split the sum and combine the parts.

```lean
/-- Exact formula for the PBE exchange energy minus the LDA energy enhanced at the
root-mean-square reduced gradient. -/
theorem pbeExchange_gap [Nonempty ι] {κ μ : ℝ} {w n : ι → ℝ} (C : ℝ) (s : ι → ℝ)
    (hκ : 0 < κ) (hμ : 0 < μ) (hw : ∀ i, 0 < w i) (hn : ∀ i, 0 < n i) :
    pbeExchange C κ μ w n s - ldaExchange C w n * pbeF κ μ (√(meanSq w n s))
      = C * ∑ i, exWeight w n i * (κ ^ 2 * μ ^ 2 * (s i ^ 2 - meanSq w n s) ^ 2 /
          ((κ + μ * meanSq w n s) ^ 2 * (κ + μ * s i ^ 2))) := by
  have hq := meanSq_nonneg s hw hn
  -- sum the tangent-line identity over the grid; its linear term averages out
  have key : ∑ i, exWeight w n i * (κ ^ 2 * μ ^ 2 * (s i ^ 2 - meanSq w n s) ^ 2 /
          ((κ + μ * meanSq w n s) ^ 2 * (κ + μ * s i ^ 2)))
      = ∑ i, (exWeight w n i * pbeF κ μ (√(meanSq w n s))
          + μ * κ ^ 2 / (κ + μ * meanSq w n s) ^ 2 *
            (exWeight w n i * (s i ^ 2 - meanSq w n s))
          - exWeight w n i * pbeF κ μ (s i)) := by
    refine sum_congr rfl fun i _ => ?_
    rw [← pbeF_tangent_gap hκ hμ hq (s i)]
    ring
  rw [key, sum_sub_distrib, sum_add_distrib, ← sum_mul, ← mul_sum, sum_deviation s hw hn]
  unfold pbeExchange ldaExchange
  ring
```

This is the exact formula behind the energy results that follow:

$$E_{\mathrm{PBE}}-E_{\mathrm{LDA}}F(\sqrt q)
= C\sum_i a_i\,\frac{\kappa^2\mu^2(s_i^2-q)^2}{(\kappa+\mu q)^2(\kappa+\mu s_i^2)}.$$

To derive it, write the tangent identity at each $s_i$, multiply by $a_i$ and sum:

$$\sum_i a_i\,\frac{\kappa^2\mu^2(s_i^2-q)^2}{(\kappa+\mu q)^2(\kappa+\mu s_i^2)}
= F(\sqrt q)\sum_i a_i+\frac{\mu\kappa^2}{(\kappa+\mu q)^2}\sum_i a_i(s_i^2-q)-\sum_i a_iF(s_i).$$

The middle term is zero by the previous theorem. Multiplying by $C$ turns the first term into $-E_{\mathrm{LDA}}F(\sqrt q)$ and the last into $E_{\mathrm{PBE}}$.

In the Lean proof, `key` is the identity summed over the grid, established term by term with `sum_congr`. The long `rw` line then splits the sum, takes the constants outside and inserts `sum_deviation`. Unfolding the two energies leaves an identity for `ring`. The sign of $C$ plays no part yet.

## The lower bound on the PBE energy

```lean
/-- The PBE exchange energy is at least the LDA exchange energy times the enhancement
factor at the root-mean-square reduced gradient. -/
theorem lda_mul_pbeF_le_pbeExchange [Nonempty ι] {C κ μ : ℝ} {w n : ι → ℝ} (s : ι → ℝ)
    (hC : 0 < C) (hκ : 0 < κ) (hμ : 0 < μ) (hw : ∀ i, 0 < w i) (hn : ∀ i, 0 < n i) :
    ldaExchange C w n * pbeF κ μ (√(meanSq w n s)) ≤ pbeExchange C κ μ w n s := by
  have hq := meanSq_nonneg s hw hn
  rw [← sub_nonneg, pbeExchange_gap C s hκ hμ hw hn]
  refine mul_nonneg hC.le (sum_nonneg fun i _ => ?_)
  exact mul_nonneg (exWeight_pos hw hn i).le (by positivity)
```

The inequality reads

$$E_{\mathrm{LDA}}\,F(\sqrt q)\le E_{\mathrm{PBE}}.$$

It follows from the exact formula, since $C$ and every $a_i$ are positive and each fraction is a square divided by a positive number. The proof does the same: it turns the inequality into the statement that the difference is non-negative, inserts the formula, and checks the signs of the factors. The tactic `positivity` handles the fraction.

Both energies are negative, so the bound says that the estimate with a single gradient binds at least as strongly as PBE exchange does. At fixed $q$, variation of $s_i^2$ over the grid weakens the enhancement. For spin-unpolarised PBE exchange on a finite grid with positive weights, this gives a consistency check on a computed energy from two grid quantities, $E_{\mathrm{LDA}}$ and $q$. The theorem concerns the grid sums themselves and does not address their quadrature error.

## When the bound is exact, and how large the error can be

```lean
/-- The PBE exchange energy equals the LDA exchange energy enhanced at the root-mean-square reduced
gradient exactly when the squared reduced gradient equals its weighted average at every grid point.
-/
theorem pbeExchange_eq_iff [Nonempty ι] {C κ μ : ℝ} {w n : ι → ℝ} (s : ι → ℝ)
    (hC : 0 < C) (hκ : 0 < κ) (hμ : 0 < μ) (hw : ∀ i, 0 < w i) (hn : ∀ i, 0 < n i) :
    pbeExchange C κ μ w n s = ldaExchange C w n * pbeF κ μ (√(meanSq w n s))
      ↔ ∀ i, s i ^ 2 = meanSq w n s := by
  have hq := meanSq_nonneg s hw hn
  have g := pbeExchange_gap C s hκ hμ hw hn
  constructor
  · intro h i
    rw [h, sub_self] at g
    have h0 := (mul_eq_zero.mp g.symm).resolve_left hC.ne'
    -- a vanishing sum of non-negative terms vanishes term by term
    have hi := (sum_eq_zero_iff_of_nonneg (fun j _ =>
      mul_nonneg (exWeight_pos hw hn j).le (by positivity))).mp h0 i (mem_univ i)
    by_contra hne
    have h2 : 0 < (s i ^ 2 - meanSq w n s) ^ 2 :=
      (sq_nonneg _).lt_of_ne' (pow_ne_zero 2 (sub_ne_zero.mpr hne))
    exact (mul_pos (exWeight_pos hw hn i)
      (div_pos (mul_pos (by positivity) h2) (by positivity))).ne' hi
  · intro h
    rw [sum_eq_zero (fun i _ => by rw [h i]; simp), mul_zero] at g
    linarith
```

The symbol `↔` means "if and only if". The two energies agree exactly when $s_i^2=q$ at every point, that is, when $|s_i|$ is the same everywhere. A grid with a single point always satisfies this.

Suppose first that the energies agree. Then the left side of the exact formula is zero, and since $C\neq0$ the sum is zero. A sum of non-negative terms vanishes only if each term does. If some $s_i^2$ differed from $q$, its term would be strictly positive, which is a contradiction. In Lean, `h0` is the vanishing sum, `hi` the vanishing term, and `by_contra` starts the argument by contradiction. Conversely, if every $s_i^2$ equals $q$, all terms are zero and the energies agree.

```lean
/-- The error made by replacing all reduced gradients by their root mean square is bounded by `C * κ
* μ ^ 2 / (κ + μ * q) ^ 2` times the weighted sum of squared deviations of the squared reduced
gradient from its weighted average `q`. -/
theorem pbeExchange_gap_le [Nonempty ι] {C κ μ : ℝ} {w n : ι → ℝ} (s : ι → ℝ)
    (hC : 0 < C) (hκ : 0 < κ) (hμ : 0 < μ) (hw : ∀ i, 0 < w i) (hn : ∀ i, 0 < n i) :
    pbeExchange C κ μ w n s - ldaExchange C w n * pbeF κ μ (√(meanSq w n s))
      ≤ C * (κ * μ ^ 2 / (κ + μ * meanSq w n s) ^ 2 *
          ∑ i, exWeight w n i * (s i ^ 2 - meanSq w n s) ^ 2) := by
  have hq := meanSq_nonneg s hw hn
  rw [pbeExchange_gap C s hκ hμ hw hn]
  refine mul_le_mul_of_nonneg_left ?_ hC.le
  rw [mul_sum]
  refine sum_le_sum fun i _ => ?_
  have hA : 0 < κ + μ * meanSq w n s := by positivity
  have hB : κ ≤ κ + μ * s i ^ 2 := le_add_of_nonneg_right (by positivity)
  -- drop the local gradient from the denominator
  have h1 : κ ^ 2 * μ ^ 2 * (s i ^ 2 - meanSq w n s) ^ 2 /
        ((κ + μ * meanSq w n s) ^ 2 * (κ + μ * s i ^ 2))
      ≤ κ ^ 2 * μ ^ 2 * (s i ^ 2 - meanSq w n s) ^ 2 /
        ((κ + μ * meanSq w n s) ^ 2 * κ) :=
    div_le_div_of_nonneg_left (by positivity) (by positivity)
      (mul_le_mul_of_nonneg_left hB (by positivity))
  refine (mul_le_mul_of_nonneg_left h1 (exWeight_pos hw hn i).le).trans (le_of_eq ?_)
  have hA' := hA.ne'
  field_simp

end

end PBEExchangeMeanGradient
```

The last theorem limits the error from above:

$$E_{\mathrm{PBE}}-E_{\mathrm{LDA}}F(\sqrt q)\le
\frac{C\kappa\mu^2}{(\kappa+\mu q)^2}\sum_i a_i(s_i^2-q)^2.$$

By hand, note that $\kappa+\mu s_i^2\ge\kappa$. Replacing this factor by $\kappa$ in the denominator of the exact formula can only enlarge each term, and one power of $\kappa$ then cancels. In the proof, `hB` is this comparison, `h1` is its effect on a single term, and the final `field_simp` carries out the cancellation.

The sum on the right is not normalised. Dividing it by $\sum_i a_i$ gives the weighted variance $\sigma^2$ of $s_i^2$, and since $C\sum_i a_i=|E_{\mathrm{LDA}}|$, the two bounds together become

$$0\le E_{\mathrm{PBE}}-E_{\mathrm{LDA}}F(\sqrt q)\le |E_{\mathrm{LDA}}|\,\frac{\kappa\mu^2\sigma^2}{(\kappa+\mu q)^2}.$$

The upper bound is informative when the spread of the squared reduced gradient is small. For a molecule it can be far too large. Since $s$ is proportional to $|\nabla n|/n^{4/3}$, the product $n^{4/3}s^4$ is proportional to $(|\nabla n|/n)^4$, which does not decay in the exponential tail of the density. Hence $\sigma^2$ keeps growing as the grid is extended outwards. The true error stays below $\kappa\,|E_{\mathrm{LDA}}|$, because $F$ always lies between $1$ and $1+\kappa$.

```lean
#print axioms PBEExchangeMeanGradient.lda_mul_pbeF_le_pbeExchange
#print axioms PBEExchangeMeanGradient.pbeExchange_eq_iff
#print axioms PBEExchangeMeanGradient.pbeExchange_gap_le
```

```
'PBEExchangeMeanGradient.lda_mul_pbeF_le_pbeExchange' depends on axioms: [propext, Classical.choice, Quot.sound]
'PBEExchangeMeanGradient.pbeExchange_eq_iff' depends on axioms: [propext, Classical.choice, Quot.sound]
'PBEExchangeMeanGradient.pbeExchange_gap_le' depends on axioms: [propext, Classical.choice, Quot.sound]
```

## The same tangent argument at zero gradient

The tangent may also be drawn at zero instead of at the grid average. The pointwise identity then becomes

$$1+\mu s^2-F(s)=\frac{\mu^2s^4}{\kappa+\mu s^2}\ge 0.$$

Multiplying by $Ca_i$ and summing by hand, a step that is not part of the Lean code, compares PBE exchange with the second-order gradient expansion that has the same $\mu$:

$$E_{\mathrm{PBE}}\ \ge\ -C\sum_i a_i(1+\mu s_i^2)=E_{\mathrm{LDA}}(1+\mu q).$$

This bound is never better than the one at the root-mean-square gradient, because $F(\sqrt q)\le 1+\mu q$ and $E_{\mathrm{LDA}}$ is negative.
